# Relative variance 2(1 − 1/l)/m of the squared displacement averaged over m independent blocks of l fair ±1 steps

A simulation has followed one diffusing particle, and the diffusion coefficient is to be read off from its squared displacement. The result looks noisy, and there is computer time left. The time can go into a longer run whose squared end-to-end displacement is again divided by the elapsed time, or into further independent runs whose results are averaged.

For a walker on a line that makes independent, fair steps of $\pm1$, the two uses of the time can be compared exactly. Take $m\ge1$ independent blocks of $l\ge1$ steps, divide each squared block displacement by $l$, and average over the blocks. The result has mean $1$ and variance $2(1-1/l)/m$. At fixed $m$, longer blocks make the relative variance larger. At fixed $l$, it tends to zero as blocks are added.

```lean
import Mathlib

open Filter Topology

namespace DiffusionBlockError

noncomputable section
```

## The walker and the estimate

All outcomes of the coin tosses are equally likely, so the expectation of a quantity $f$ on a finite sample space $\Omega$ is the plain average

$$\langle f\rangle=\frac{1}{|\Omega|}\sum_{\omega\in\Omega}f(\omega).$$

```lean
/-- The expectation of `f` when all elements of a finite nonempty sample space are
equally likely. -/
def avg {Ω : Type*} [Fintype Ω] (f : Ω → ℝ) : ℝ :=
  (∑ ω, f ω) / (Fintype.card Ω : ℝ)
```

The variance is the mean squared deviation from the mean, $\operatorname{Var}f=\langle(f-\langle f\rangle)^2\rangle$.

```lean
/-- The variance of `f` on a finite nonempty sample space with equally likely elements. -/
def variance {Ω : Type*} [Fintype Ω] (f : Ω → ℝ) : ℝ :=
  avg (fun ω => (f ω - avg f) ^ 2)
```

The relative variance is $\operatorname{Var}f/\langle f\rangle^2$, the square of the relative standard error when $f$ is an unbiased estimate.

```lean
/-- The variance divided by the squared mean, for a quantity of nonzero mean on a finite
nonempty sample space. -/
def relVariance {Ω : Type*} [Fintype Ω] (f : Ω → ℝ) : ℝ :=
  variance f / (avg f) ^ 2
```

A coin $b$ decides each step: $s(b)=+1$ for `true` and $s(b)=-1$ for `false`.

```lean
/-- A step of the walker: plus one or minus one, decided by a coin. -/
def step (b : Bool) : ℝ := if b then 1 else -1
```

A block is a sequence $w$ of $l$ coins, in Lean a function `Fin l → Bool`. Its net displacement is $X(w)=\sum_j s(w_j)$.

```lean
/-- The net displacement of the walker over a block of `l` steps. -/
def displacement {l : ℕ} (w : Fin l → Bool) : ℝ := ∑ j, step (w j)
```

A full record $\omega$ consists of $m$ blocks $\omega_i$ and has the type `Fin m → Fin l → Bool`. The estimate is

$$Q(\omega)=\frac1m\sum_i\frac{X(\omega_i)^2}{l}.$$

With step length $a$ and time $\tau$ per step, the diffusion coefficient in one dimension is $D=a^2\langle X^2\rangle/(2l\tau)$, so $Q$ estimates $2D\tau/a^2$. Each of the $2^{ml}$ records has the same weight. This one choice makes the coins fair and also makes steps and blocks independent, so no separate independence hypothesis appears below.

```lean
/-- The squared block displacement divided by the block length `l`, averaged over `m`
blocks, for `m` and `l` at least one. -/
def estimate (m l : ℕ) (ω : Fin m → Fin l → Bool) : ℝ :=
  (∑ i, displacement (ω i) ^ 2 / (l : ℝ)) / (m : ℝ)
```

## Averages over independent copies

Two properties of the average carry the calculation. The first is linearity. For constants $a,b,c$ and quantities $f,g$,

$$\langle af+bg+c\rangle=a\langle f\rangle+b\langle g\rangle+c,$$

because summing $c$ over the sample space gives $|\Omega|\,c$, and division by $|\Omega|$ returns $c$.

```lean
/-- On a nonempty sample space the expectation is linear and reproduces constants. -/
theorem avg_linear {Ω : Type*} [Fintype Ω] [Nonempty Ω] (a b c : ℝ) (f g : Ω → ℝ) :
    avg (fun ω => a * f ω + b * g ω + c) = a * avg f + b * avg g + c := by
  have hc : (Fintype.card Ω : ℝ) ≠ 0 := Nat.cast_ne_zero.mpr Fintype.card_ne_zero
  simp only [avg, Finset.sum_add_distrib, ← Finset.mul_sum, Finset.sum_const,
    Finset.card_univ, nsmul_eq_mul]
  rw [add_div, add_div, mul_div_cancel_left₀ _ hc]
  ring
```

The second property lets one draw be averaged at a time. A sequence of $n+1$ draws from a set $A$ is a first draw $a$ followed by a sequence $w$ of $n$ draws, and $|A|^{n+1}=|A|\,|A|^n$. Hence

$$\langle f\rangle=\Big\langle\,\langle f(a,w)\rangle_a\Big\rangle_w .$$

In Lean, `Fin.cons a w` is the sequence with $a$ placed in front of $w$, and `Fin.consEquiv` turns the sum over long sequences into the double sum.

```lean
/-- The expectation over `n + 1` independent draws can be taken over the first draw, and
then over the remaining `n`. -/
theorem avg_cons {A : Type*} [Fintype A] {n : ℕ} (f : (Fin (n + 1) → A) → ℝ) :
    avg f = avg (fun w : Fin n → A =>
      avg (fun a : A => f (Fin.cons a w : Fin (n + 1) → A))) := by
  have h : ∑ ω, f ω = ∑ w : Fin n → A, ∑ a : A, f (Fin.cons a w : Fin (n + 1) → A) :=
    ((Fin.consEquiv (fun _ : Fin (n + 1) => A)).sum_comp f).symm.trans
      (Fintype.sum_prod_type_right _)
  simp only [avg, h, ← Finset.sum_div, div_div, Fintype.card_fun, Fintype.card_fin,
    Nat.cast_pow, Nat.cast_mul, pow_succ']
```

Now let $h$ be a quantity with $\langle h\rangle=0$, and let $S_n=\sum_i h(w_i)$ be its sum over $n$ independent draws. For $n=0$ the sum is zero. When a new draw $a$ is added, averaging over $a$ alone gives

$$\langle h(a)+S_n\rangle_a=S_n,\qquad
\langle(h(a)+S_n)^2\rangle_a=\langle h^2\rangle+2S_n\langle h\rangle+S_n^2=S_n^2+\langle h^2\rangle .$$

Averaging over the remaining draws yields $\langle S_{n+1}\rangle=\langle S_n\rangle$ and $\langle S_{n+1}^2\rangle=\langle S_n^2\rangle+\langle h^2\rangle$, so by induction

$$\langle S_n\rangle=0,\qquad\langle S_n^2\rangle=n\langle h^2\rangle.$$

In each half of the induction step, the statement `e` is the average over the new draw. The terms with coefficient `0` only bring the expressions into the shape that `avg_linear` expects.

```lean
/-- The sum of `n` independent copies of a quantity of zero mean has zero mean, and its
second moment is `n` times that of one copy. -/
theorem avg_sum_copies {A : Type*} [Fintype A] [Nonempty A] (h : A → ℝ)
    (h0 : avg h = 0) (n : ℕ) :
    avg (fun w : Fin n → A => ∑ i, h (w i)) = 0 ∧
      avg (fun w : Fin n → A => (∑ i, h (w i)) ^ 2) = n * avg (fun a => h a ^ 2) := by
  induction n with
  | zero => simp [avg]
  | succ n ih =>
    obtain ⟨i1, i2⟩ := ih
    constructor
    · have e : ∀ w : Fin n → A,
          avg (fun a => ∑ i, h ((Fin.cons a w : Fin (n + 1) → A) i))
            = 1 * (∑ i, h (w i)) + 0 * (∑ i, h (w i)) + 0 := by
        intro w
        calc _ = avg (fun a => 1 * h a + 0 * h a + ∑ i, h (w i)) := by
              congr 1
              ext a
              simp [Fin.sum_univ_succ]
          _ = _ := by
              rw [avg_linear, h0]
              ring
      rw [avg_cons]
      simp only [e]
      rw [avg_linear, i1]
      ring
    · -- the cross term vanishes because the new copy has zero mean
      have e : ∀ w : Fin n → A,
          avg (fun a => (∑ i, h ((Fin.cons a w : Fin (n + 1) → A) i)) ^ 2)
            = 1 * (∑ i, h (w i)) ^ 2 + 0 * (∑ i, h (w i)) ^ 2
              + avg (fun a => h a ^ 2) := by
        intro w
        calc _ = avg (fun a => 1 * h a ^ 2 + (2 * ∑ i, h (w i)) * h a
                + (∑ i, h (w i)) ^ 2) := by
              congr 1
              ext a
              simp only [Fin.sum_univ_succ, Fin.cons_zero, Fin.cons_succ]
              ring
          _ = _ := by
              rw [avg_linear, h0]
              ring
      rw [avg_cons]
      simp only [e]
      rw [avg_linear, i2]
      push_cast
      ring
```

The lemma is used twice: once with steps as the draws, and once with whole blocks.

## Second and fourth moments of one block

A single step has $\langle s\rangle=0$ and $\langle s^2\rangle=1$. With $h=s$ and $n=l$, the previous result gives the diffusive law $\langle X^2\rangle=l$.

```lean
/-- The mean squared displacement after `l` fair steps is `l`. -/
theorem avg_displacement_sq (l : ℕ) :
    avg (fun w : Fin l → Bool => displacement w ^ 2) = l := by
  have h0 : avg step = 0 := by simp [avg, step]
  have h1 : avg (fun b => step b ^ 2) = 1 := by norm_num [avg, step]
  have h := (avg_sum_copies step h0 l).2
  rw [h1, mul_one] at h
  exact h
```

The variance of $X^2$ also requires the fourth moment. Adding one step to a block with displacement $X$ and averaging over that step removes the odd powers:

$$\tfrac12\left[(X+1)^4+(X-1)^4\right]=X^4+6X^2+1.$$

Write $M_l=\langle X^4\rangle$ for blocks of $l$ steps. Since $\langle X^2\rangle=l$, this means $M_{l+1}=M_l+6l+1$ with $M_0=0$. The solution is $M_l=3l^2-2l$, because

$$3(l+1)^2-2(l+1)=(3l^2-2l)+6l+1.$$

The Lean proof is the same induction, with `e` as the average over the new step.

```lean
/-- The fourth moment of the displacement after `l` fair steps is `3 l ^ 2 - 2 l`. -/
theorem avg_displacement_four (l : ℕ) :
    avg (fun w : Fin l → Bool => displacement w ^ 4) = 3 * (l : ℝ) ^ 2 - 2 * l := by
  induction l with
  | zero => simp [avg, displacement]
  | succ l ih =>
    have s1 : step true = 1 := by simp [step]
    have s2 : step false = -1 := by simp [step]
    -- averaging over the new step removes the odd powers
    have e : ∀ w : Fin l → Bool,
        avg (fun b => displacement (Fin.cons b w : Fin (l + 1) → Bool) ^ 4)
          = 1 * displacement w ^ 4 + 6 * displacement w ^ 2 + 1 := by
      intro w
      simp only [avg, displacement, Fintype.sum_bool, Fintype.card_bool,
        Fin.sum_univ_succ, Fin.cons_zero, Fin.cons_succ, s1, s2]
      push_cast
      ring
    rw [avg_cons]
    simp only [e]
    rw [avg_linear, ih, avg_displacement_sq]
    push_cast
    ring
```

## Mean and variance of the estimate

Let $h(w)=X(w)^2/l-1$ be the centred contribution of one block. Then $\langle h\rangle=l/l-1=0$ and

$$\langle h^2\rangle=\frac{3l^2-2l}{l^2}-\frac{2l}{l}+1=2\Big(1-\frac1l\Big).$$

The estimate is $Q=1+\frac1m\sum_i h(\omega_i)$. Applying the result on independent copies to the $m$ blocks gives

$$\langle Q\rangle=1,\qquad
\operatorname{Var}Q=\frac{1}{m^2}\,m\,\langle h^2\rangle=\frac{2(1-1/l)}{m}.$$

The theorem states both equalities for all natural numbers $m,l$ with `0 < m` and `0 < l`. In its proof, `h0` and `h2` are the two moments of $h$, and `e` is the decomposition of $Q$. The cancellations $\frac1m m=1$ and $\frac1l l=1$ enter as `tm` and `tl`, which `linear_combination` uses to close the algebra.

```lean
/-- For `m ≥ 1` independent blocks of `l ≥ 1` fair steps, the estimate has mean `1` and
variance `2 (1 - 1 / l) / m`. -/
theorem estimate_mean_variance {m l : ℕ} (hm : 0 < m) (hl : 0 < l) :
    avg (estimate m l) = 1 ∧
      variance (estimate m l) = 2 * (1 - 1 / (l : ℝ)) / m := by
  have tm : 1 / (m : ℝ) * m = 1 := one_div_mul_cancel (Nat.cast_ne_zero.mpr hm.ne')
  have tl : 1 / (l : ℝ) * l = 1 := one_div_mul_cancel (Nat.cast_ne_zero.mpr hl.ne')
  -- the centred contribution of one block
  obtain ⟨h, hh⟩ : ∃ h : (Fin l → Bool) → ℝ,
      ∀ w, h w = displacement w ^ 2 / (l : ℝ) - 1 := ⟨_, fun _ => rfl⟩
  have h0 : avg h = 0 := by
    calc avg h = avg (fun w : Fin l → Bool => 1 / (l : ℝ) * displacement w ^ 2
            + 0 * displacement w ^ 2 + (-1)) := by
          congr 1
          ext w
          rw [hh]
          ring
      _ = 0 := by
          rw [avg_linear, avg_displacement_sq]
          linear_combination tl
  have h2 : avg (fun w => h w ^ 2) = 2 * (1 - 1 / (l : ℝ)) := by
    calc _ = avg (fun w : Fin l → Bool => 1 / (l : ℝ) ^ 2 * displacement w ^ 4
            + (-2 / (l : ℝ)) * displacement w ^ 2 + 1) := by
          congr 1
          ext w
          rw [hh]
          ring
      _ = _ := by
          rw [avg_linear, avg_displacement_four, avg_displacement_sq]
          linear_combination (3 * (1 / (l : ℝ) * l + 1) - 2 / (l : ℝ) - 2) * tl
  obtain ⟨s1, s2⟩ := avg_sum_copies h h0 m
  have e : ∀ ω, estimate m l ω
      = 1 / (m : ℝ) * (∑ i, h (ω i)) + 0 * (∑ i, h (ω i)) + 1 := by
    intro ω
    simp only [estimate, hh, Finset.sum_sub_distrib, Finset.sum_const,
      Finset.card_univ, Fintype.card_fin, nsmul_eq_mul]
    linear_combination tm
  have mean : avg (estimate m l) = 1 := by
    rw [funext e, avg_linear, s1]
    ring
  refine ⟨mean, ?_⟩
  unfold variance
  rw [mean]
  calc _ = avg (fun ω : Fin m → Fin l → Bool => 1 / (m : ℝ) ^ 2 * (∑ i, h (ω i)) ^ 2
          + 0 * (∑ i, h (ω i)) ^ 2 + 0) := by
        congr 1
        ext ω
        rw [e ω]
        ring
    _ = _ := by
        rw [avg_linear, s2, h2]
        linear_combination (2 * (1 - 1 / (l : ℝ)) / m) * tm
```

As the mean is $1$, the relative variance is given by the same expression.

```lean
/-- For `m ≥ 1` blocks of `l ≥ 1` fair steps, the relative variance of the estimate is
`2 (1 - 1 / l) / m`. -/
theorem relVariance_estimate {m l : ℕ} (hm : 0 < m) (hl : 0 < l) :
    relVariance (estimate m l) = 2 * (1 - 1 / (l : ℝ)) / m := by
  obtain ⟨h1, h2⟩ := estimate_mean_variance hm hl
  rw [relVariance, h1, h2, one_pow, div_one]
```

## Longer blocks

For $l'>l\ge1$ we have $1/l'<1/l$, hence

$$\frac{2(1-1/l)}{m}<\frac{2(1-1/l')}{m}.$$

At a fixed number of blocks, each lengthening therefore strictly increases the relative variance. The mean of $X^2$ grows in proportion to $l$, but for long blocks so, nearly, does its standard deviation, and dividing by $l$ then leaves a fluctuation of order one in the contribution of each block.

```lean
/-- At a fixed number `m ≥ 1` of blocks, lengthening the blocks from `l ≥ 1` to `l' > l`
steps strictly increases the relative variance. -/
theorem relVariance_lt_of_longer {m l l' : ℕ} (hm : 0 < m) (hl : 0 < l) (h : l < l') :
    relVariance (estimate m l) < relVariance (estimate m l') := by
  rw [relVariance_estimate hm hl, relVariance_estimate hm (hl.trans h)]
  have h1 : 1 / (l' : ℝ) < 1 / (l : ℝ) :=
    one_div_lt_one_div_of_lt (Nat.cast_pos.mpr hl) (Nat.cast_lt.mpr h)
  exact div_lt_div_of_pos_right (by linarith) (Nat.cast_pos.mpr hm)
```

For a single block of two steps, $X^2/2$ is $0$ or $2$ with equal probability, so the relative variance is $1$. By monotonicity it is at least $1$ for every $l\ge2$. The bound fails at $l=1$, where $X^2=1$ in every outcome and the variance is zero. The proof treats $l=2$ directly and obtains longer blocks from the preceding theorem.

```lean
/-- For a single block the relative variance is `1` at two steps, and at least `1` for
every length of two or more steps. -/
theorem single_block_bound :
    relVariance (estimate 1 2) = 1 ∧
      ∀ l : ℕ, 2 ≤ l → 1 ≤ relVariance (estimate 1 l) := by
  have h2 : relVariance (estimate 1 2) = 1 := by
    rw [relVariance_estimate one_pos two_pos]
    norm_num
  refine ⟨h2, fun l hl => ?_⟩
  rcases hl.eq_or_lt with rfl | h
  · exact h2.ge
  · exact h2.ge.trans (relVariance_lt_of_longer one_pos two_pos h).le
```

## More blocks

At fixed $l\ge1$ the numerator $2(1-1/l)$ is constant, so the relative variance tends to zero as $m\to\infty$. A small variance alone would not show that the estimate settles on the right value. The second half of the theorem therefore treats the mean-square deviation from $1$:

$$\langle(Q-1)^2\rangle=\operatorname{Var}Q=\frac{2(1-1/l)}{m}\longrightarrow0.$$

In Lean, `base` is the limit of a constant divided by $m$. It carries over to both quantities because they agree with that expression for every $m\ge1$.

```lean
/-- At fixed block length `l ≥ 1`, the relative variance and the mean-square deviation of
the estimate from `1` both tend to zero as the number of blocks grows. -/
theorem many_blocks_limit {l : ℕ} (hl : 0 < l) :
    Tendsto (fun m : ℕ => relVariance (estimate m l)) atTop (𝓝 0) ∧
      Tendsto (fun m : ℕ => avg (fun ω => (estimate m l ω - 1) ^ 2)) atTop (𝓝 0) := by
  have base : Tendsto (fun m : ℕ => 2 * (1 - 1 / (l : ℝ)) / (m : ℝ)) atTop (𝓝 0) :=
    tendsto_const_div_atTop_nhds_zero_nat _
  refine ⟨base.congr' ?_, base.congr' ?_⟩
  · filter_upwards [eventually_gt_atTop 0] with m hm
    exact (relVariance_estimate hm hl).symm
  · filter_upwards [eventually_gt_atTop 0] with m hm
    obtain ⟨h1, h2⟩ := estimate_mean_variance hm hl
    rw [← h2, variance, h1]

end

end DiffusionBlockError
```

For simulation practice, this means that in a one-dimensional walk with independent, fair steps of $\pm1$, extending a single run does not make its squared end-to-end displacement a sharper estimate of the diffusion coefficient, whereas averaging over more independent runs of the same length does, provided that each run has at least two steps. The model has no memory between steps, no short-time ballistic motion and no interacting particles. The estimate uses only the end points of non-overlapping blocks, so the formula does not describe averages over overlapping time windows or fits to the mean squared displacement at several times.

```lean
#print axioms DiffusionBlockError.relVariance_estimate
#print axioms DiffusionBlockError.single_block_bound
#print axioms DiffusionBlockError.many_blocks_limit
```

```
'DiffusionBlockError.relVariance_estimate' depends on axioms: [propext, Classical.choice, Quot.sound]
'DiffusionBlockError.single_block_bound' depends on axioms: [propext, Classical.choice, Quot.sound]
'DiffusionBlockError.many_blocks_limit' depends on axioms: [propext, Classical.choice, Quot.sound]
```
